# For real symmetric A and positive definite symmetric M, the Neumann preconditioner with an odd number of terms is positive definite

A Neumann preconditioner for a linear system with matrix A is built from an easier matrix M as (1 + G + … + G^(k−1)) M⁻¹, where G = 1 − M⁻¹A. The failing theorem, `neumannPrec_posDef_of_odd`, says that for finite real matrices, with M symmetric positive definite and A symmetric, this preconditioner is symmetric positive definite whenever k is odd. A need not be positive definite, and the series need not converge. Writing k = 2m + 1 and P for the preconditioner, the proof shows by induction that 2P − M⁻¹ − G^(2m)M⁻¹ is positive semidefinite. It then adds back G^(2m)M⁻¹, which is positive semidefinite, and M⁻¹, which is positive definite, and halves the result.

As first written in Lean, the proof fails:

```lean
import Mathlib

open scoped Matrix

namespace NeumannPrecPosDefOfOdd

variable {n : Type*} [Fintype n] [DecidableEq n]

/-- The iteration matrix `G = 1 - M⁻¹ A` of the splitting of `A` by an invertible matrix `M`. -/
noncomputable def iterMatrix (M A : Matrix n n ℝ) : Matrix n n ℝ := 1 - M⁻¹ * A

/-- The Neumann preconditioner with `k` terms, `(1 + G + ... + G^(k-1)) M⁻¹`,
for an invertible matrix `M`. -/
noncomputable def neumannPrec (M A : Matrix n n ℝ) (k : ℕ) : Matrix n n ℝ :=
  (∑ i ∈ Finset.range k, iterMatrix M A ^ i) * M⁻¹

variable {M A : Matrix n n ℝ}

/-- Adding one term to the series adds `G^k M⁻¹` to the preconditioner. -/
theorem neumannPrec_succ (M A : Matrix n n ℝ) (k : ℕ) :
    neumannPrec M A (k + 1) = neumannPrec M A k + iterMatrix M A ^ k * M⁻¹ := by
  rw [neumannPrec, Finset.sum_range_succ, add_mul, neumannPrec]

/-- For symmetric positive definite `M` and symmetric `A`, a power of `G` can be moved through
`M⁻¹` at the price of a transposition. -/
theorem inv_mul_transpose_pow (hM : M.PosDef) (hA : A.IsSymm) (j : ℕ) :
    M⁻¹ * (iterMatrix M A ^ j)ᵀ = iterMatrix M A ^ j * M⁻¹ := by
  have hW : (M⁻¹)ᵀ = M⁻¹ := by
    have h := hM.inv.isHermitian.eq
    rwa [Matrix.conjTranspose_eq_transpose_of_trivial] at h
  have h1 : SemiconjBy M⁻¹ (iterMatrix M A)ᵀ (iterMatrix M A) := by
    change M⁻¹ * (1 - M⁻¹ * A)ᵀ = (1 - M⁻¹ * A) * M⁻¹
    rw [Matrix.transpose_sub, Matrix.transpose_one, Matrix.transpose_mul, hW, hA.eq,
      mul_sub, sub_mul, mul_one, one_mul, mul_assoc]
  rw [Matrix.transpose_pow]
  exact (h1.pow_right j).eq

omit [DecidableEq n] in
/-- If `X` is positive semidefinite and `X Bᵀ = B X`, then `B² X` is positive semidefinite. -/
theorem sq_mul_posSemidef {X B : Matrix n n ℝ} (hX : X.PosSemidef) (h : X * Bᵀ = B * X) :
    (B * B * X).PosSemidef := by
  have h1 := hX.mul_mul_conjTranspose_same B
  rwa [Matrix.conjTranspose_eq_transpose_of_trivial, mul_assoc, h, ← mul_assoc] at h1

/-- For symmetric positive definite `M` and symmetric `A`, the Neumann preconditioner with an
odd number of terms is symmetric positive definite. -/
theorem neumannPrec_posDef_of_odd (hM : M.PosDef) (hA : A.IsSymm) {k : ℕ} (hk : Odd k) :
    (neumannPrec M A k).PosDef := by
  obtain ⟨m, rfl⟩ := hk
  have hG := inv_mul_transpose_pow hM hA
  -- twice the preconditioner, less its two end terms, is a sum of squares times `M⁻¹`
  have key : ∀ m : ℕ, (neumannPrec M A (2 * m + 1) + neumannPrec M A (2 * m + 1) - M⁻¹
      - iterMatrix M A ^ (2 * m) * M⁻¹).PosSemidef := by
    intro m
    induction m with
    | zero =>
      have h0 : neumannPrec M A (2 * 0 + 1) + neumannPrec M A (2 * 0 + 1) - M⁻¹
          - iterMatrix M A ^ (2 * 0) * M⁻¹ = 0 := by simp [neumannPrec]
      rw [h0]
      exact Matrix.PosSemidef.zero
    | succ m ih =>
      have hB := sq_mul_posSemidef (B := iterMatrix M A ^ m + iterMatrix M A ^ (m + 1))
        hM.inv.posSemidef (by rw [Matrix.transpose_add, mul_add, add_mul, hG m, hG (m + 1)])
      have hBB : (iterMatrix M A ^ m + iterMatrix M A ^ (m + 1)) *
          (iterMatrix M A ^ m + iterMatrix M A ^ (m + 1)) =
          iterMatrix M A ^ (2 * m) + iterMatrix M A ^ (2 * m + 1) +
          (iterMatrix M A ^ (2 * m + 1) + iterMatrix M A ^ (2 * m + 1 + 1)) := by
        rw [add_mul, mul_add, mul_add, ← pow_add, ← pow_add, ← pow_add, ← pow_add,
          show m + m = 2 * m by omega, show m + (m + 1) = 2 * m + 1 by omega,
          show m + 1 + m = 2 * m + 1 by omega, show m + 1 + (m + 1) = 2 * m + 1 + 1 by omega]
      rw [hBB] at hB
      convert ih.add hB using 1
      rw [show 2 * (m + 1) + 1 = 2 * m + 1 + 1 + 1 by omega,
        show 2 * (m + 1) = 2 * m + 1 + 1 by omega,
        neumannPrec_succ M A (2 * m + 1 + 1), neumannPrec_succ M A (2 * m + 1)]
      simp only [add_mul]
      abel
  have hE : (iterMatrix M A ^ (2 * m) * M⁻¹).PosSemidef := by
    have h := sq_mul_posSemidef hM.inv.posSemidef (hG m)
    rwa [← pow_add, ← two_mul] at h
  have h2 := (hM.inv.add_posSemidef ((key m).add hE)).smul (show (0 : ℝ) < 1 / 2 by norm_num)
  convert h2 using 1
  module

end NeumannPrecPosDefOfOdd
```

The error:

```
Main.lean:83:2: error: failed to synthesize
  AddCommMonoid (Ring ℝ)

Hint: Additional diagnostic information may be available using the `set_option diagnostics true` command.
```

Diagnosis. The error is at the final `module`, which is meant to prove an equation between matrices. Lean reports that it cannot find `AddCommMonoid (Ring ℝ)`, an addition on the type of ring structures on ℝ. So the equation `module` was given was between two such structures. It came from `convert h2 using 1`, which matches the goal with `h2` argument by argument, and the ring structure is one of the arguments of `Matrix.PosDef`. The goal and `h2` express that structure in different ways, and `convert` left their equality as a goal, which `module` cannot handle.

The repair states the matrix equation explicitly as `e`, so that `module` works on matrices, where addition and scalar multiplication are available. Then `rw [e]` puts the goal's matrix in the form it has in `h2`, and `exact h2` closes the goal. This last step accepts the two ring structures because they are equal by definition, so no separate equation between them has to be proved.

As a diff, the version that Lean accepts:

```diff
@@ -80,6 +80,10 @@
     rwa [← pow_add, ← two_mul] at h
   have h2 := (hM.inv.add_posSemidef ((key m).add hE)).smul (show (0 : ℝ) < 1 / 2 by norm_num)
-  convert h2 using 1
-  module
+  have e : neumannPrec M A (2 * m + 1) = (1 / 2 : ℝ) • (M⁻¹ +
+      (neumannPrec M A (2 * m + 1) + neumannPrec M A (2 * m + 1) - M⁻¹
+        - iterMatrix M A ^ (2 * m) * M⁻¹ + iterMatrix M A ^ (2 * m) * M⁻¹)) := by
+    module
+  rw [e]
+  exact h2
 
 end NeumannPrecPosDefOfOdd
```
